# Linear independence of the Kekulé and Dewar sums for six spins 1/2 on a ring

Six spins 1/2 on a ring can be paired into singlets along the ring's edges in two ways, the Kekulé structures, or with one pair across the ring and two along edges in three ways, the Dewar structures. The theorem says that the sum of the two Kekulé structures and the sum of the three Dewar structures, with every singlet oriented from an odd to an even site in the numbering 1 to 6, are linearly independent over ℂ. No Hamiltonian enters, and the singlets are unnormalised; normalising each would divide all the amplitudes by 2√2 and leave the independence unchanged. The proof supposes that a combination with coefficients `a` and `b` vanishes and compares amplitudes on two spin configurations: the Kekulé and Dewar sums have amplitudes 2 and 3 on the Néel configuration, and −1 and −1 on the other. The two resulting equations force `a` and `b` to be zero.

As first written in Lean, the proof fails:

```lean
import Mathlib

open Function

namespace HexagonValenceBond

noncomputable section

/-- A state of six spins 1/2: an amplitude for each configuration, with `0` for up and `1` for
down. Sites 1 to 6 of the ring carry the indices 0 to 5. -/
abbrev State := (Fin 6 → Fin 2) → ℂ

/-- Amplitude of spin up. -/
def up (a : Fin 2) : ℂ := if a = 0 then 1 else 0

/-- Amplitude of spin down. -/
def down (a : Fin 2) : ℂ := if a = 0 then 0 else 1

/-- The unnormalised singlet on sites `i` and `j`, oriented from `i` to `j`. -/
def singlet (i j : Fin 6) : State :=
  fun c => up (c i) * down (c j) - down (c i) * up (c j)

/-- The sum of the two Kekulé structures, singlets oriented from even to odd indices, that is, from
odd to even sites in the numbering 1 to 6. -/
def kekule : State :=
  singlet 0 1 * singlet 2 3 * singlet 4 5 + singlet 2 1 * singlet 4 3 * singlet 0 5

/-- The sum of the three Dewar structures, singlets oriented from even to odd indices, that is, from
odd to even sites in the numbering 1 to 6. -/
def dewar : State :=
  singlet 0 3 * singlet 2 1 * singlet 4 5 + singlet 4 1 * singlet 2 3 * singlet 0 5
    + singlet 2 5 * singlet 0 1 * singlet 4 3

/-- The Kekulé sum and the Dewar sum are linearly independent. -/
theorem kekule_dewar_independent : LinearIndependent ℂ ![kekule, dewar] := by
  rw [LinearIndependent.pair_iff]
  intro a b h
  -- compare amplitudes on the Néel configuration and on one other configuration
  have k1 : kekule ![0, 1, 0, 1, 0, 1] = 2 := by norm_num [kekule, singlet, up, down]
  have d1 : dewar ![0, 1, 0, 1, 0, 1] = 3 := by norm_num [dewar, singlet, up, down]
  have k2 : kekule ![0, 0, 1, 1, 0, 1] = -1 := by norm_num [kekule, singlet, up, down]
  have d2 : dewar ![0, 0, 1, 1, 0, 1] = -1 := by norm_num [dewar, singlet, up, down]
  have e1 := congrFun h ![0, 1, 0, 1, 0, 1]
  have e2 := congrFun h ![0, 0, 1, 1, 0, 1]
  simp only [Pi.add_apply, Pi.smul_apply, smul_eq_mul, Pi.zero_apply, k1, d1] at e1
  simp only [Pi.add_apply, Pi.smul_apply, smul_eq_mul, Pi.zero_apply, k2, d2] at e2
  exact ⟨by linear_combination -e1 - 3 * e2, by linear_combination e1 + 2 * e2⟩

end

end HexagonValenceBond
```

The compiler's answer:

```
Main.lean:39:46: error: unsolved goals
a b : ℂ
h : a • kekule + b • dewar = 0
⊢ (((if ![0, 1, 0, 1, 0, 1] 3 = 0 then 0 else if ![0, 1, 0, 1, 0, 1] 2 = 0 then 1 else 0) -
          if ![0, 1, 0, 1, 0, 1] 3 = 0 then if ![0, 1, 0, 1, 0, 1] 2 = 0 then 0 else 1 else 0) *
        ((if ![0, 1, 0, 1, 0, 1] 5 = 0 then 0 else if ![0, 1, 0, 1, 0, 1] 4 = 0 then 1 else 0) -
          if ![0, 1, 0, 1, 0, 1] 5 = 0 then if ![0, 1, 0, 1, 0, 1] 4 = 0 then 0 else 1 else 0) +
      if ![0, 1, 0, 1, 0, 1] 5 = 0 then 0
      else
        if ![0, 1, 0, 1, 0, 1] 2 = 0 then
          (if ![0, 1, 0, 1, 0, 1] 3 = 0 then 0 else if ![0, 1, 0, 1, 0, 1] 4 = 0 then 1 else 0) -
            if ![0, 1, 0, 1, 0, 1] 3 = 0 then if ![0, 1, 0, 1, 0, 1] 4 = 0 then 0 else 1 else 0
        else 0) =
    2
Main.lean:40:45: error: unsolved goals
a b : ℂ
h : a • kekule + b • dewar = 0
k1 : kekule ![0, 1, 0, 1, 0, 1] = 2
⊢ ((if ![0, 1, 0, 1, 0, 1] 2 = 0 then
          if ![0, 1, 0, 1, 0, 1] 3 = 0 then 0
          else
            (if ![0, 1, 0, 1, 0, 1] 5 = 0 then 0 else if ![0, 1, 0, 1, 0, 1] 4 = 0 then 1 else 0) -
              if ![0, 1, 0, 1, 0, 1] 5 = 0 then if ![0, 1, 0, 1, 0, 1] 4 = 0 then 0 else 1 else 0
        else 0) +
        if ![0, 1, 0, 1, 0, 1] 5 = 0 then 0
        else
          if ![0, 1, 0, 1, 0, 1] 4 = 0 then
            (if ![0, 1, 0, 1, 0, 1] 3 = 0 then 0 else if ![0, 1, 0, 1, 0, 1] 2 = 0 then 1 else 0) -
              if ![0, 1, 0, 1, 0, 1] 3 = 0 then if ![0, 1, 0, 1, 0, 1] 2 = 0 then 0 else 1 else 0
          else 0) +
      ((if ![0, 1, 0, 1, 0, 1] 5 = 0 then 0 else if ![0, 1, 0, 1, 0, 1] 2 = 0 then 1 else 0) -
          if ![0, 1, 0, 1, 0, 1] 5 = 0 then if ![0, 1, 0, 1, 0, 1] 2 = 0 then 0 else 1 else 0) *
        ((if ![0, 1, 0, 1, 0, 1] 3 = 0 then 0 else if ![0, 1, 0, 1, 0, 1] 4 = 0 then 1 else 0) -
          if ![0, 1, 0, 1, 0, 1] 3 = 0 then if ![0, 1, 0, 1, 0, 1] 4 = 0 then 0 else 1 else 0) =
    3
Main.lean:41:47: error: unsolved goals
a b : ℂ
h : a • kekule + b • dewar = 0
k1 : kekule ![0, 1, 0, 1, 0, 1] = 2
d1 : dewar ![0, 1, 0, 1, 0, 1] = 3
⊢ (if ![0, 0, 1, 1, 0, 1] 5 = 0 then 0
    else
      -if ![0, 0, 1, 1, 0, 1] 2 = 0 then 0
        else
          (if ![0, 0, 1, 1, 0, 1] 3 = 0 then 0 else if ![0, 0, 1, 1, 0, 1] 4 = 0 then 1 else 0) -
            if ![0, 0, 1, 1, 0, 1] 3 = 0 then if ![0, 0, 1, 1, 0, 1] 4 = 0 then 0 else 1 else 0) =
    -1
Main.lean:42:46: error: unsolved goals
a b : ℂ
h : a • kekule + b • dewar = 0
k1 : kekule ![0, 1, 0, 1, 0, 1] = 2
d1 : dewar ![0, 1, 0, 1, 0, 1] = 3
k2 : kekule ![0, 0, 1, 1, 0, 1] = -1
⊢ ((-if ![0, 0, 1, 1, 0, 1] 2 = 0 then 0
        else
          if ![0, 0, 1, 1, 0, 1] 3 = 0 then 0
          else
            (if ![0, 0, 1, 1, 0, 1] 5 = 0 then 0 else if ![0, 0, 1, 1, 0, 1] 4 = 0 then 1 else 0) -
              if ![0, 0, 1, 1, 0, 1] 5 = 0 then if ![0, 0, 1, 1, 0, 1] 4 = 0 then 0 else 1 else 0) +
      if ![0, 0, 1, 1, 0, 1] 5 = 0 then 0
      else
        -if ![0, 0, 1, 1, 0, 1] 4 = 0 then 0
          else
            (if ![0, 0, 1, 1, 0, 1] 3 = 0 then 0 else if ![0, 0, 1, 1, 0, 1] 2 = 0 then 1 else 0) -
              if ![0, 0, 1, 1, 0, 1] 3 = 0 then if ![0, 0, 1, 1, 0, 1] 2 = 0 then 0 else 1 else 0) =
    -1
```

Cause. All four errors report the same failure, one for each amplitude. `norm_num` unfolds the states and evaluates entries 0 and 1 of the configuration, but leaves entries 2 to 5 as unevaluated terms such as `![0, 1, 0, 1, 0, 1] 3`. The `if` conditions that test these entries therefore stay undecided, and the arithmetic cannot be finished. The amplitudes claimed are correct.

The repair first proves the amplitudes for an arbitrary configuration `c` whose six entries are given by hypotheses. With `h0` to `h5` in its list, `norm_num` can replace each `c i` by 0 or 1, decide every condition and compute the sums. The two `obtain` lines then apply these results to the original vectors. There each `rfl` proves that an entry has the required value, since the two sides are equal by definition. This gives `k1`, `d1`, `k2` and `d2` with the same statements as before, so the rest of the proof needs no change. Putting the Kekulé and Dewar amplitudes together in one statement per configuration is mere tidying.

As a diff, the version that Lean accepts:

```diff
@@ -37,8 +37,14 @@
   intro a b h
   -- compare amplitudes on the Néel configuration and on one other configuration
-  have k1 : kekule ![0, 1, 0, 1, 0, 1] = 2 := by norm_num [kekule, singlet, up, down]
-  have d1 : dewar ![0, 1, 0, 1, 0, 1] = 3 := by norm_num [dewar, singlet, up, down]
-  have k2 : kekule ![0, 0, 1, 1, 0, 1] = -1 := by norm_num [kekule, singlet, up, down]
-  have d2 : dewar ![0, 0, 1, 1, 0, 1] = -1 := by norm_num [dewar, singlet, up, down]
+  have neel : ∀ c : Fin 6 → Fin 2, c 0 = 0 → c 1 = 1 → c 2 = 0 → c 3 = 1 → c 4 = 0 → c 5 = 1 →
+      kekule c = 2 ∧ dewar c = 3 := by
+    intro c h0 h1 h2 h3 h4 h5
+    constructor <;> norm_num [kekule, dewar, singlet, up, down, h0, h1, h2, h3, h4, h5]
+  have other : ∀ c : Fin 6 → Fin 2, c 0 = 0 → c 1 = 0 → c 2 = 1 → c 3 = 1 → c 4 = 0 → c 5 = 1 →
+      kekule c = -1 ∧ dewar c = -1 := by
+    intro c h0 h1 h2 h3 h4 h5
+    constructor <;> norm_num [kekule, dewar, singlet, up, down, h0, h1, h2, h3, h4, h5]
+  obtain ⟨k1, d1⟩ := neel ![0, 1, 0, 1, 0, 1] rfl rfl rfl rfl rfl rfl
+  obtain ⟨k2, d2⟩ := other ![0, 0, 1, 1, 0, 1] rfl rfl rfl rfl rfl rfl
   have e1 := congrFun h ![0, 1, 0, 1, 0, 1]
   have e2 := congrFun h ![0, 0, 1, 1, 0, 1]
```
